# Equal average signs at $\mu$ and $-\mu$ for real, spin-coupled auxiliary fields on a bipartite lattice

Take one site without hopping, one time slice, and a real auxiliary field $v$ that couples with opposite sign to the two spins. The fermionic weight at chemical potential $\mu$ is

$$W(\mu) = (1+e^{\mu+v})(1+e^{\mu-v}).$$

Since $1+e^{x} = e^{x}(1+e^{-x})$, the spin-up factor is $e^{\mu+v}(1+e^{-\mu-v})$, and the bracket is the spin-down factor at $-\mu$. The spin-down factor likewise turns into the spin-up factor at $-\mu$. The fields cancel in the product of the prefactors, so $W(\mu) = e^{2\mu}\,W(-\mu)$.

The same happens for $N$ sites and $L$ slices. Let $K$ be the real symmetric hopping matrix and $D$ a diagonal matrix of signs $d_i=\pm1$ with $DKD=-K$. This condition says that $K$ contains no on-site energies and that hopping only connects sites on opposite sublattices. For spin $\sigma=\pm1$ and fields $v_1,\dots,v_L$, define

$$S_l(\mu,\sigma) = e^{-K}\,\mathrm{diag}\big(e^{\mu+\sigma v_{l,i}}\big),\qquad B(\mu,\sigma)=S_1\cdots S_L .$$

The weight $W(\mu)=\det(1+B(\mu,1))\,\det(1+B(\mu,-1))$ then satisfies

$$W(\mu)=e^{2NL\mu}\,W(-\mu)$$

for every field history. The factor is positive and does not depend on the fields, so it cancels in the average sign.

## Halving a doping scan and checking a determinant routine

A determinant Monte Carlo code for the repulsive Hubbard model with real nearest-neighbour hopping on a bipartite lattice and a real spin-coupled auxiliary field relies on this identity if it simulates only $\mu\ge0$ and assigns the same average sign to $-\mu$. Here $\mu$ is measured from half filling and, like $K$, is already multiplied by the time step; $v$ is the dimensionless field that appears in the exponent.

The identity also gives a check for a single field history. Evaluate the weight at $\mu$ and at $-\mu$ with the same fields. If it is nonzero, the two signs must agree and $\ln|W(\mu)|-\ln|W(-\mu)|$ must equal $2NL\mu$, up to rounding. No small-time-step limit is involved.

Hopping within a sublattice violates $DKD=-K$, and so does a nearest-neighbour ring with an odd number of sites, three or more.

## From one time slice to the average sign

Write $E=e^{-K}$ and $P_l(\mu,\sigma)=\mathrm{diag}(e^{\mu+\sigma v_{l,i}})$, so that $S_l=EP_l$. Because $D^2=1$,

$$DED=e^{-DKD}=e^{K}=E^{-1}.$$

Diagonal matrices commute, $E$ is symmetric, and $P_l(-\mu,-\sigma)=P_l(\mu,\sigma)^{-1}$. Hence

$$S_l(\mu,\sigma)^T\,D\,S_l(-\mu,-\sigma)\,D = P_l\,E\,E^{-1}P_l^{-1}=1,$$

with $P_l$ taken at $(\mu,\sigma)$.

Now abbreviate $B=B(\mu,\sigma)$ and $B'=B(-\mu,-\sigma)$. Inserting $D^2=1$ between the slices of $B'$ gives

$$B^T DB'D = S_L^T\cdots S_1^T\,(DS_1'D)\cdots(DS_L'D),$$

where $S_l'=S_l(-\mu,-\sigma)$. The innermost pair is the identity, then the next one, and so on, so $B^TDB'D=1$. Therefore

$$(1+B)^T = B^T+1 = B^T D(1+B')D .$$

Taking determinants with $(\det D)^2=1$ gives

$$\det(1+B)=\det B\,\det(1+B').$$

For the prefactors, the determinant of $E\,(DED)=1$ gives $(\det E)^2=1$. One slice, multiplied over both spins, contributes

$$(\det E)^2\prod_i e^{\mu+v_{l,i}}e^{\mu-v_{l,i}}=e^{2N\mu},$$

and $L$ slices contribute $e^{2NL\mu}$. Multiplying the determinant relation for $\sigma=1$ by that for $\sigma=-1$ exchanges the two spin factors and yields the weight identity.

Finally, let configuration $c$ carry the weight $w_c(\mu)=g_cW_c(\mu)$, with a real prefactor $g_c$ independent of $\mu$. Then $w_c(\mu)=a\,w_c(-\mu)$ with $a=e^{2NL\mu}>0$, and

$$\frac{\sum_c w_c(\mu)}{\sum_c|w_c(\mu)|}=\frac{a\sum_c w_c(-\mu)}{a\sum_c|w_c(-\mu)|}=\frac{\sum_c w_c(-\mu)}{\sum_c|w_c(-\mu)|}$$

whenever the denominators are positive, which happens at $\mu$ exactly when it happens at $-\mu$.

## The Lean file

```lean
import Mathlib

open Matrix

namespace DopingSignSymmetry

noncomputable section

variable {n : Type*} [Fintype n] [DecidableEq n]

/-- A real symmetric hopping matrix `K` on a bipartite lattice: the sublattice signs `d i = ±1`
reverse it, `D K D = -K` with `D = diagonal d`. -/
structure IsBipartite (K : Matrix n n ℝ) (d : n → ℝ) : Prop where
  symm : Kᵀ = K
  sign : ∀ i, d i = 1 ∨ d i = -1
  flip : diagonal d * K * diagonal d = -K

/-- One imaginary-time slice `exp(-K) exp(μ + σ v)` for an electron of spin `σ = ±1` in the
auxiliary field `v`; `K` and `μ` are already multiplied by the time step, `v` is dimensionless. -/
def slice (K : Matrix n n ℝ) (μ σ : ℝ) (v : n → ℝ) : Matrix n n ℝ :=
  NormedSpace.exp (-K) * diagonal (fun i => Real.exp (μ + σ * v i))

/-- The ordered product of the time slices along the field history `V`. -/
def propagator (K : Matrix n n ℝ) (μ σ : ℝ) (V : List (n → ℝ)) : Matrix n n ℝ :=
  (V.map (slice K μ σ)).prod

/-- The fermionic weight `det(1 + B_up) det(1 + B_dn)` of the field history `V`. -/
def weight (K : Matrix n n ℝ) (μ : ℝ) (V : List (n → ℝ)) : ℝ :=
  (1 + propagator K μ 1 V).det * (1 + propagator K μ (-1) V).det

/-- The weights `w` have a well-defined average sign, equal to `s`: the sum of `|w|` is positive
and `s` is the sum of `w` divided by it. -/
def HasAverageSign {S : Type*} [Fintype S] (w : S → ℝ) (s : ℝ) : Prop :=
  0 < ∑ c, |w c| ∧ s = (∑ c, w c) / ∑ c, |w c|

/-- The matrix of sublattice signs squares to one. -/
theorem IsBipartite.sign_sq {K : Matrix n n ℝ} {d : n → ℝ} (h : IsBipartite K d) :
    diagonal d * diagonal d = (1 : Matrix n n ℝ) := by
  rw [diagonal_mul_diagonal, ← diagonal_one]
  congr 1
  funext i
  rcases h.sign i with hi | hi <;> simp [hi]

/-- On a bipartite lattice the sublattice signs turn the hopping factor `exp(-K)` into its
inverse. -/
theorem IsBipartite.exp_flip {K : Matrix n n ℝ} {d : n → ℝ} (h : IsBipartite K d) :
    NormedSpace.exp (-K) * (diagonal d * NormedSpace.exp (-K) * diagonal d) = 1 := by
  have hD := h.sign_sq
  have hinv : (diagonal d)⁻¹ = diagonal d := inv_eq_right_inv hD
  have hU : IsUnit (diagonal d) := ⟨⟨_, _, hD, hD⟩, rfl⟩
  have hc := Matrix.exp_conj (diagonal d) (-K) hU
  have hK : diagonal d * -K * diagonal d = K := by
    rw [mul_neg, neg_mul, h.flip, neg_neg]
  rw [hinv, hK] at hc
  rw [← hc, ← Matrix.exp_add_of_commute (-K) K (Commute.neg_left (Commute.refl K)),
    neg_add_cancel, NormedSpace.exp_zero]

/-- Particle-hole transformation of the propagator on a bipartite lattice: the transpose of `B` at
`(μ, σ)` is inverse to the sign-conjugated propagator at `(-μ, -σ)`. -/
theorem propagator_particle_hole {K : Matrix n n ℝ} {d : n → ℝ} (h : IsBipartite K d)
    (μ σ : ℝ) (V : List (n → ℝ)) :
    (propagator K μ σ V)ᵀ * (diagonal d * propagator K (-μ) (-σ) V * diagonal d) = 1 := by
  have hD := h.sign_sq
  -- a single time slice
  have hs : ∀ v : n → ℝ,
      (slice K μ σ v)ᵀ * (diagonal d * slice K (-μ) (-σ) v * diagonal d) = 1 := by
    intro v
    have hE : (NormedSpace.exp (-K))ᵀ = NormedSpace.exp (-K) := by
      rw [← Matrix.exp_transpose, transpose_neg, h.symm]
    have hflip := h.exp_flip
    unfold slice
    rw [transpose_mul, diagonal_transpose, hE]
    generalize NormedSpace.exp (-K) = E at hflip ⊢
    have hQ : diagonal (fun i => Real.exp (-μ + -σ * v i)) * diagonal d
        = diagonal d * diagonal (fun i => Real.exp (-μ + -σ * v i)) := by
      simp only [diagonal_mul_diagonal, mul_comm]
    have hPQ : diagonal (fun i => Real.exp (μ + σ * v i))
        * diagonal (fun i => Real.exp (-μ + -σ * v i)) = 1 := by
      rw [diagonal_mul_diagonal, ← diagonal_one]
      congr 1
      funext i
      rw [← Real.exp_add, ← Real.exp_zero]
      congr 1
      ring
    generalize diagonal (fun i => Real.exp (-μ + -σ * v i)) = Q at hQ hPQ ⊢
    generalize diagonal (fun i => Real.exp (μ + σ * v i)) = P at hPQ ⊢
    calc P * E * (diagonal d * (E * Q) * diagonal d)
        = P * E * diagonal d * E * (Q * diagonal d) := by simp only [mul_assoc]
      _ = P * (E * (diagonal d * E * diagonal d)) * Q := by rw [hQ]; simp only [mul_assoc]
      _ = 1 := by rw [hflip, mul_one, hPQ]
  -- slices are peeled off from the left
  induction V with
  | nil => simp [propagator, hD]
  | cons v V ih =>
    have hc : ∀ m t : ℝ, propagator K m t (v :: V) = slice K m t v * propagator K m t V := by
      intro m t
      simp [propagator]
    rw [hc, hc, transpose_mul]
    have hv := hs v
    generalize slice K μ σ v = A at hv ⊢
    generalize slice K (-μ) (-σ) v = A' at hv ⊢
    generalize propagator K μ σ V = B at ih ⊢
    generalize propagator K (-μ) (-σ) V = B' at ih ⊢
    calc Bᵀ * Aᵀ * (diagonal d * (A' * B') * diagonal d)
        = Bᵀ * Aᵀ * (diagonal d * (A' * (diagonal d * diagonal d) * B') * diagonal d) := by
          rw [hD, mul_one]
      _ = Bᵀ * (Aᵀ * (diagonal d * A' * diagonal d)) * (diagonal d * B' * diagonal d) := by
          simp only [mul_assoc]
      _ = 1 := by rw [hv, mul_one, ih]

/-- On a bipartite lattice the determinant of one spin species at `μ` is that of the opposite
species at `-μ`, times the determinant of the propagator. -/
theorem det_particle_hole {K : Matrix n n ℝ} {d : n → ℝ} (h : IsBipartite K d)
    (μ σ : ℝ) (V : List (n → ℝ)) :
    (1 + propagator K μ σ V).det
      = (propagator K μ σ V).det * (1 + propagator K (-μ) (-σ) V).det := by
  have hD := h.sign_sq
  have hB := propagator_particle_hole h μ σ V
  have hdet : (diagonal d).det * (diagonal d).det = 1 := by rw [← det_mul, hD, det_one]
  generalize propagator K μ σ V = B at hB ⊢
  generalize propagator K (-μ) (-σ) V = C at hB ⊢
  have hf : (1 + B)ᵀ = Bᵀ * (diagonal d * (1 + C) * diagonal d) := by
    rw [mul_add, mul_one, add_mul, hD, mul_add, mul_one, hB, transpose_add, transpose_one,
      add_comm]
  rw [← det_transpose (1 + B), hf, det_mul, det_mul, det_mul, det_transpose]
  linear_combination (B.det * (1 + C).det) * hdet

/-- On a bipartite lattice with `N` sites and `L` time slices the propagator determinants of the
two spin species multiply to `exp(2 N L μ)`. -/
theorem det_propagators {K : Matrix n n ℝ} {d : n → ℝ} (h : IsBipartite K d)
    (μ : ℝ) (V : List (n → ℝ)) :
    (propagator K μ 1 V).det * (propagator K μ (-1) V).det
      = Real.exp (2 * Fintype.card n * V.length * μ) := by
  have hdet : (diagonal d).det * (diagonal d).det = 1 := by rw [← det_mul, h.sign_sq, det_one]
  have hE : (NormedSpace.exp (-K)).det * (NormedSpace.exp (-K)).det = 1 := by
    have h1 := congrArg Matrix.det h.exp_flip
    rw [det_mul, det_mul, det_mul, det_one] at h1
    linear_combination h1 - (NormedSpace.exp (-K)).det ^ 2 * hdet
  -- the fields of opposite spins cancel in every slice
  have hs : ∀ v : n → ℝ, (slice K μ 1 v).det * (slice K μ (-1) v).det
      = Real.exp (2 * Fintype.card n * μ) := by
    intro v
    have hp : (∏ i, Real.exp (μ + 1 * v i)) * (∏ i, Real.exp (μ + -1 * v i))
        = Real.exp (2 * Fintype.card n * μ) := by
      rw [← Finset.prod_mul_distrib]
      have hi : ∀ i, Real.exp (μ + 1 * v i) * Real.exp (μ + -1 * v i) = Real.exp (2 * μ) := by
        intro i
        rw [← Real.exp_add]
        congr 1
        ring
      simp only [hi]
      rw [Finset.prod_const, Finset.card_univ, ← Real.exp_nat_mul]
      congr 1
      ring
    unfold slice
    rw [det_mul, det_mul, det_diagonal, det_diagonal, ← hp]
    linear_combination
      ((∏ i, Real.exp (μ + 1 * v i)) * (∏ i, Real.exp (μ + -1 * v i))) * hE
  induction V with
  | nil => simp [propagator]
  | cons v V ih =>
    have hc : ∀ t : ℝ, (propagator K μ t (v :: V)).det
        = (slice K μ t v).det * (propagator K μ t V).det := by
      intro t
      simp [propagator]
    rw [hc, hc, mul_mul_mul_comm, hs, ih, ← Real.exp_add]
    congr 1
    push_cast [List.length_cons]
    ring

/-- On a bipartite lattice with `N` sites and `L` time slices every field history satisfies
`W(μ) = exp(2 N L μ) W(-μ)`. -/
theorem weight_doping_symmetry {K : Matrix n n ℝ} {d : n → ℝ} (h : IsBipartite K d)
    (μ : ℝ) (V : List (n → ℝ)) :
    weight K μ V = Real.exp (2 * Fintype.card n * V.length * μ) * weight K (-μ) V := by
  unfold weight
  rw [det_particle_hole h μ 1 V, det_particle_hole h μ (-1) V, neg_neg,
    ← det_propagators h μ V]
  ring

/-- Electron and hole doping of a bipartite lattice have the same average sign: `s` is the average
sign at `μ` exactly when it is at `-μ`. The sum runs over finitely many field histories `V c` of
common length `L`, with prefactors `g c` independent of `μ`. -/
theorem average_sign_doping_symmetry {S : Type*} [Fintype S] {K : Matrix n n ℝ} {d : n → ℝ}
    (h : IsBipartite K d) (g : S → ℝ) (V : S → List (n → ℝ)) (L : ℕ)
    (hL : ∀ c, (V c).length = L) (μ s : ℝ) :
    HasAverageSign (fun c => g c * weight K μ (V c)) s
      ↔ HasAverageSign (fun c => g c * weight K (-μ) (V c)) s := by
  have ha : 0 < Real.exp (2 * Fintype.card n * L * μ) := Real.exp_pos _
  have hw : ∀ c, g c * weight K μ (V c)
      = Real.exp (2 * Fintype.card n * L * μ) * (g c * weight K (-μ) (V c)) := by
    intro c
    rw [weight_doping_symmetry h μ (V c), hL c]
    ring
  -- the common positive factor drops out of the ratio
  unfold HasAverageSign
  simp only [hw, abs_mul (Real.exp _), abs_of_pos ha, ← Finset.mul_sum]
  rw [mul_pos_iff_of_pos_left ha, mul_div_mul_left _ _ ha.ne']

/-- Two sites joined by a hopping amplitude `t` form a bipartite lattice with sublattice signs
`1` and `-1`. -/
theorem isBipartite_witness (t : ℝ) : IsBipartite !![0, -t; -t, 0] ![1, -1] where
  symm := by
    ext i j
    fin_cases i <;> fin_cases j <;> simp
  sign := by
    intro i
    fin_cases i <;> simp
  flip := by
    ext i j
    fin_cases i <;> fin_cases j <;> simp [Matrix.mul_apply, Fin.sum_univ_succ]

/-- A single site with on-site energy `k`, one time slice and zero field obeys the doping symmetry
of the weight only if `μ = 0` or `k = 0`, and then it does. -/
theorem single_site_symmetry_iff (k μ : ℝ) :
    weight (diagonal fun _ : Fin 1 => k) μ [0]
      = Real.exp (2 * μ) * weight (diagonal fun _ : Fin 1 => k) (-μ) [0] ↔ μ = 0 ∨ k = 0 := by
  have hE : NormedSpace.exp (-(diagonal fun _ : Fin 1 => k))
      = diagonal fun _ : Fin 1 => Real.exp (-k) := by
    rw [diagonal_neg, Matrix.exp_diagonal]
    congr 1
    funext i
    rw [Pi.coe_exp, Real.exp_eq_exp_ℝ]
  have hW : ∀ m : ℝ, weight (diagonal fun _ : Fin 1 => k) m [0]
      = (1 + Real.exp (-k) * Real.exp m) ^ 2 := by
    intro m
    simp only [weight, propagator, List.map_cons, List.map_nil, slice, hE]
    simp [det_unique, sq]
  have hx : Real.exp μ * Real.exp (-μ) = 1 := by
    rw [← Real.exp_add, add_neg_cancel, Real.exp_zero]
  have h2 : Real.exp (2 * μ) = Real.exp μ ^ 2 := by
    rw [sq, ← Real.exp_add, two_mul]
  have hR : Real.exp (2 * μ) * (1 + Real.exp (-k) * Real.exp (-μ)) ^ 2
      = (Real.exp μ + Real.exp (-k)) ^ 2 := by
    rw [h2]
    linear_combination (Real.exp (-k) * (2 * Real.exp μ
      + Real.exp (-k) * Real.exp μ * Real.exp (-μ) + Real.exp (-k))) * hx
  rw [hW, hW, hR, sq_eq_sq₀ (by positivity) (by positivity)]
  constructor
  · intro h
    have hz : (Real.exp μ - 1) * (Real.exp (-k) - 1) = 0 := by linear_combination h
    rcases mul_eq_zero.mp hz with h0 | h0
    · exact Or.inl ((Real.exp_eq_one_iff μ).mp (by linarith))
    · have hk := (Real.exp_eq_one_iff (-k)).mp (by linarith)
      exact Or.inr (by linarith)
  · rintro (h | h)
    · simp [h]
    · simp [h, add_comm]

end

end DopingSignSymmetry
```

```lean
#print axioms DopingSignSymmetry.average_sign_doping_symmetry
-- 'DopingSignSymmetry.average_sign_doping_symmetry' depends on axioms: [propext, Classical.choice, Quot.sound]
#print axioms DopingSignSymmetry.single_site_symmetry_iff
-- 'DopingSignSymmetry.single_site_symmetry_iff' depends on axioms: [propext, Classical.choice, Quot.sound]
```

## What the definitions and lemmas say

The finite type `n` labels the sites, so `Fintype.card n` is $N$. The structure `IsBipartite K d` collects the three hypotheses: $K$ is symmetric, each `d i` is $1$ or $-1$, and conjugation with `diagonal d` reverses $K$. A field history is a list `V` of real site fields, its length is $L$, and `propagator` multiplies the slices in list order, first entry on the left.

`weight_doping_symmetry` is the weight identity for every such list. `average_sign_doping_symmetry` says that a number `s` is the average sign at $\mu$ if and only if it is the average sign at $-\mu$. The predicate `HasAverageSign` includes a positive sum of absolute weights, so a vanishing denominator never counts as an average sign.

The lemmas follow the derivation:

- `IsBipartite.exp_flip` proves $E\,(DED)=1$, using Mathlib's rule for the exponential of a conjugated matrix.
- `propagator_particle_hole` first treats one slice and then uses induction on the list. The `generalize` steps replace exponentials and propagators by plain letters, which leaves only matrix algebra.
- `det_particle_hole` factors $(1+B)^T$ and takes determinants; `linear_combination` removes $(\det D)^2$.
- `det_propagators` obtains $e^{2NL\mu}$, again slice by slice.
- In `average_sign_doping_symmetry`, `Finset.mul_sum` pulls the common factor out of both sums, and `mul_div_mul_left` cancels it.

`isBipartite_witness` confirms that two sites joined by a hopping amplitude `t` satisfy the hypotheses.

## An on-site energy breaks the weight identity

Let a single site have energy $k$, so that $K=(k)$. This matrix is symmetric, but $DKD=K$, and the flip condition holds only for $k=0$. With one slice and zero field,

$$W(\mu)=(1+e^{\mu-k})^2,\qquad e^{2\mu}W(-\mu)=(e^{\mu}+e^{-k})^2 .$$

Both bases are positive, so the two sides agree exactly when $(e^\mu-1)(e^{-k}-1)=0$, that is, when $\mu=0$ or $k=0$. This is `single_site_symmetry_iff`. Symmetry of $K$ alone is therefore not enough for the weight identity. The example does not separate the average signs, since both weights are positive. In a code, the same failure appears when a uniform on-site shift is left in $K$ instead of being absorbed into $\mu$.

## Finite sums, real fields and a given weight

The guarantee concerns the weight as defined in the file: real symmetric hopping, real fields coupled to the spin, and the same $K$ and $\mu$ in every slice. The average runs over finitely many histories of equal length, as with discrete auxiliary fields; an integral over continuous fields would need a separate argument. Complex hopping from twisted boundary conditions does not fit the definitions.

The file starts from the determinants and does not derive them from a Hamiltonian. It relates $\mu$ to $-\mu$ without computing the particle density at either value. It gives no bound on how small the average sign is, and it says nothing about rounding errors or about whether a Markov chain samples the configurations correctly. Two simulations at $\mu$ and $-\mu$ can still return different estimates within their statistical errors.
